# Between the empty and the half-filled shell, the Hund state with M_L = L is oblate below quarter filling and prolate above it

Put k electrons with parallel spins into the top orbitals m = l, l−1, …, l−k+1 of a shell, with k ≤ 2l+1. The Stevens function 3m² − l(l+1), summed over these orbitals, is

k(2l+1−k)(2l+1−2k)/2,

and for l ≥ 1 the electron cloud changes from oblate to prolate when k passes (2l+1)/2, a quarter of the 2(2l+1) places in the shell. I can verify this for p, d and f shells by adding numbers, but I would like to see it for every l, stated rigorously and checked by machine. I would also like the shape to come from the angular distribution of the electrons, and not from a sign convention for the Stevens function. How does that go in Lean 4 with Mathlib?

## The cloud's quadrupole in closed form

Measure the shape by Q(l, k), the sum over the occupied orbitals of the mean of 3cos²θ − 1. An isotropic distribution has a mean cos²θ of 1/3, so Q < 0 means a cloud flattened along the z axis (oblate) and Q > 0 a cloud stretched along it (prolate). The result is

Q(l, k) = −k(2l+1−k)(2l+1−2k) / ((2l−1)(2l+3)).

For 0 < k < 2l+1 every factor except 2l+1−2k is positive, so Q has the opposite sign to 2l+1−2k. The derivation takes three steps.

**One orbital.** Multiplying the orbital (l, m) by cosθ gives a combination of (l+1, m) and (l−1, m). The squared matrix element between (l, m) and (l−1, m) is

A(l, m) = (l² − m²)/(4l² − 1).

The mean of cos²θ is the squared norm of cosθ times the orbital, hence A(l+1, m) + A(l, m). The two denominators are (2l+1)(2l+3) and (2l−1)(2l+1). Over the common denominator (2l−1)(2l+1)(2l+3), the numerator is

((l+1)² − m²)(2l−1) + (l² − m²)(2l+3)

= 4l³ + 6l² − 1 − 2(2l+1)m²

= (2l+1)(2l² + 2l − 1 − 2m²).

The factor 2l+1 cancels, which leaves

⟨cos²θ⟩ = (2l² + 2l − 1 − 2m²)/((2l−1)(2l+3)).

Since (2l−1)(2l+3) = 4l² + 4l − 3, it follows that

⟨3cos²θ − 1⟩ = (2l² + 2l − 6m²)/((2l−1)(2l+3))

= −2(3m² − l(l+1))/((2l−1)(2l+3)).

For l ≥ 1 a positive Stevens function therefore means an oblate orbital.

**The sum over orbitals.** Write S(k) for the sum of 3m² − l(l+1) over m = l − i with i = 0, …, k−1. The empty sum is S(0) = 0, and the formula k(2l+1−k)(2l+1−2k)/2 also gives 0 there. The next electron enters m = l − k and adds

3(l−k)² − l(l+1) = 2l² − l − 6lk + 3k².

With N = 2l+1 the formula reads (N²k − 3Nk² + 2k³)/2. When k grows by one, it grows by

(N² − 3N(2k+1) + 6k² + 6k + 2)/2 = 2l² − l − 6lk + 3k²,

the same amount. By induction the formula holds for every k. Multiplying S(k) by −2/((2l−1)(2l+3)) gives Q(l, k).

**The sign.** If 0 < k and 2k < 2l+1, then l ≥ 1, the denominator is positive, and so are all three factors of the numerator's product; the minus sign in front makes Q negative. If 2l+1 < 2k and k < 2l+1, then again l ≥ 1, but the last factor is negative and Q is positive. At k = 0 and at k = 2l+1 the quadrupole vanishes. The point 2k = 2l+1 is never reached, because 2l+1 is odd.

The smallest shells show the pattern. For l = 0 only k = 0 and k = 1 are possible, and both have Q = 0. For l = 1 the values of Q at k = 0, 1, 2, 3 are 0, −2/5, 2/5, 0: one p electron in m = 1 is oblate, and adding a second in m = 0 makes the cloud prolate.

If the crystal field has only an axial second-order term and the cloud is turned as a whole, without a change of shape, the sign of that term and the sign of the quadrupole together decide which orientation has the lowest energy. In this model, a single determinant without spin-orbit coupling, the quadrupole changes sign between f³ and f⁴.

Here is the complete Lean file.

```lean
import Mathlib

open Finset

namespace HundQuadrupole

noncomputable section

/-- The Stevens function `3m² - l(l+1)` of an orbital with quantum numbers `l` and `m`. -/
def stevensO20 (l m : ℝ) : ℝ := 3 * m ^ 2 - l * (l + 1)

/-- The squared matrix element of `cos θ` between the orbitals `(l, m)` and `(l-1, m)`,
for `4l² ≠ 1`. -/
def cosElementSq (l m : ℝ) : ℝ := (l ^ 2 - m ^ 2) / (4 * l ^ 2 - 1)

/-- The mean of `cos² θ` in the orbital `(l, m)`, as the sum of the squared matrix elements
of `cos θ` to `l+1` and to `l-1`; the domain is natural `l`. -/
def meanCosSq (l : ℕ) (m : ℝ) : ℝ := cosElementSq (l + 1) m + cosElementSq l m

/-- The sum of the Stevens function over the top `k` orbitals `m = l, l-1, ..., l-k+1`. -/
def hundO20 (l k : ℕ) : ℝ := ∑ i ∈ range k, stevensO20 l ((l : ℝ) - i)

/-- The angular quadrupole of the electron cloud, the sum of the means of `3 cos² θ - 1` over
the top `k` orbitals; negative is oblate and positive is prolate. -/
def cloudQuadrupole (l k : ℕ) : ℝ := ∑ i ∈ range k, (3 * meanCosSq l ((l : ℝ) - i) - 1)

/-- For natural `l` the number `2l - 1` is not zero. -/
lemma two_mul_sub_one_ne_zero (l : ℕ) : 2 * (l : ℝ) - 1 ≠ 0 := by
  intro h
  have h2 : 2 * (l : ℝ) = 1 := by linarith
  have h3 : 2 * l = 1 := by exact_mod_cast h2
  omega

/-- In one orbital, the mean of `3 cos² θ - 1` is the Stevens function times `-2 / ((2l-1)(2l+3))`.
-/
theorem orbital_quadrupole_eq (l : ℕ) (m : ℝ) :
    3 * meanCosSq l m - 1 =
      -2 / ((2 * (l : ℝ) - 1) * (2 * l + 3)) * stevensO20 l m := by
  -- name the factor 2l - 1 and express everything through it
  obtain ⟨d, hd⟩ : ∃ d : ℝ, d = 2 * (l : ℝ) - 1 := ⟨_, rfl⟩
  have hl : (l : ℝ) = (d + 1) / 2 := by linarith
  have h0 : (0 : ℝ) ≤ l := Nat.cast_nonneg l
  have h1 : d ≠ 0 := by
    rw [hd]
    exact two_mul_sub_one_ne_zero l
  have h2 : d + 2 ≠ 0 := ne_of_gt (by linarith)
  have h3 : d + 4 ≠ 0 := ne_of_gt (by linarith)
  -- factor the denominators
  have e1 : 4 * ((l : ℝ) + 1) ^ 2 - 1 = (d + 2) * (d + 4) := by
    rw [hd]
    ring
  have e2 : 4 * (l : ℝ) ^ 2 - 1 = d * (d + 2) := by
    rw [hd]
    ring
  have e3 : (2 * (l : ℝ) - 1) * (2 * l + 3) = d * (d + 4) := by
    rw [hd]
    ring
  unfold meanCosSq cosElementSq stevensO20
  rw [e1, e2, e3, hl]
  field_simp
  ring

/-- The Stevens function summed over the top `k` orbitals is `k(2l+1-k)(2l+1-2k)/2`. -/
theorem hundO20_eq (l k : ℕ) :
    hundO20 l k = (k : ℝ) * (2 * l + 1 - k) * (2 * l + 1 - 2 * k) / 2 := by
  induction k with
  | zero => simp [hundO20]
  | succ k ih =>
    -- the next electron enters the orbital m = l - k
    unfold hundO20 at *
    rw [sum_range_succ, ih]
    unfold stevensO20
    push_cast
    ring

/-- If `j + k = 2l+1`, the Stevens sums for `j` and for `k` electrons are opposite. -/
theorem hundO20_electron_hole (l j k : ℕ) (h : j + k = 2 * l + 1) :
    hundO20 l j = -hundO20 l k := by
  have h' : (j : ℝ) + k = 2 * l + 1 := by exact_mod_cast h
  have hj : (j : ℝ) = 2 * l + 1 - k := by linarith
  rw [hundO20_eq, hundO20_eq, hj]
  ring

/-- The angular quadrupole of the cloud of `k` electrons in the top `k` orbitals,
in closed form. -/
theorem cloudQuadrupole_eq (l k : ℕ) :
    cloudQuadrupole l k =
      -((k : ℝ) * (2 * l + 1 - k) * (2 * l + 1 - 2 * k)) /
        ((2 * (l : ℝ) - 1) * (2 * l + 3)) := by
  -- apply the one-orbital identity to each term
  have h : cloudQuadrupole l k =
      -2 / ((2 * (l : ℝ) - 1) * (2 * l + 3)) * hundO20 l k := by
    unfold cloudQuadrupole hundO20
    rw [mul_sum]
    exact sum_congr rfl fun i _ => orbital_quadrupole_eq l _
  rw [h, hundO20_eq]
  ring

/-- With at least one electron and `2k < 2l+1`, the cloud is oblate. -/
theorem oblate_below_quarter (l k : ℕ) (h0 : 0 < k) (h : 2 * k < 2 * l + 1) :
    cloudQuadrupole l k < 0 := by
  have hl : 1 ≤ l := by omega
  have a1 : (0 : ℝ) < k := by exact_mod_cast h0
  have a2 : 2 * (k : ℝ) < 2 * l + 1 := by exact_mod_cast h
  have a3 : (1 : ℝ) ≤ l := by exact_mod_cast hl
  have b1 : (0 : ℝ) < 2 * l + 1 - k := by linarith
  have b2 : (0 : ℝ) < 2 * l + 1 - 2 * k := by linarith
  rw [cloudQuadrupole_eq]
  apply div_neg_of_neg_of_pos
  · exact neg_neg_of_pos (mul_pos (mul_pos a1 b1) b2)
  · exact mul_pos (by linarith) (by linarith)

/-- With `2l+1 < 2k` and `k < 2l+1`, the cloud is prolate. -/
theorem prolate_above_quarter (l k : ℕ) (h : 2 * l + 1 < 2 * k) (h1 : k < 2 * l + 1) :
    0 < cloudQuadrupole l k := by
  have hl : 1 ≤ l := by omega
  have a1 : 2 * (l : ℝ) + 1 < 2 * k := by exact_mod_cast h
  have a2 : (k : ℝ) < 2 * l + 1 := by exact_mod_cast h1
  have a3 : (1 : ℝ) ≤ l := by exact_mod_cast hl
  have b0 : (0 : ℝ) < k := by linarith
  have b1 : (0 : ℝ) < 2 * l + 1 - k := by linarith
  have b2 : (2 * l + 1 - 2 * k : ℝ) < 0 := by linarith
  rw [cloudQuadrupole_eq]
  apply div_pos
  · exact neg_pos_of_neg (mul_neg_of_pos_of_neg (mul_pos b0 b1) b2)
  · exact mul_pos (by linarith) (by linarith)

/-- The switch at quarter filling: for `k ≤ 2l+1` electrons in the top `k` orbitals, the cloud
is oblate exactly when `0 < k` and `2k < 2l+1`, and prolate exactly when `2l+1 < 2k` and
`k < 2l+1`. -/
theorem quarter_filling_switch (l k : ℕ) (hk : k ≤ 2 * l + 1) :
    (cloudQuadrupole l k < 0 ↔ 0 < k ∧ 2 * k < 2 * l + 1) ∧
    (0 < cloudQuadrupole l k ↔ 2 * l + 1 < 2 * k ∧ k < 2 * l + 1) := by
  have cases : (k = 0 ∨ k = 2 * l + 1) ∨ (0 < k ∧ 2 * k < 2 * l + 1) ∨
      (2 * l + 1 < 2 * k ∧ k < 2 * l + 1) := by omega
  rcases cases with h | h | h
  · -- the quadrupole of the empty and of the half-filled shell is zero
    have hz : cloudQuadrupole l k = 0 := by
      rcases h with h | h
      · simp [cloudQuadrupole, h]
      · have e : (2 * l + 1 - k : ℝ) = 0 := by
          rw [h]
          push_cast
          ring
        rw [cloudQuadrupole_eq, e]
        simp
    rw [hz]
    exact ⟨⟨fun q => absurd q (lt_irrefl _), fun q => by exfalso; omega⟩,
      ⟨fun q => absurd q (lt_irrefl _), fun q => by exfalso; omega⟩⟩
  · have hn := oblate_below_quarter l k h.1 h.2
    exact ⟨⟨fun _ => h, fun _ => hn⟩,
      ⟨fun q => absurd q (lt_asymm hn), fun q => by exfalso; omega⟩⟩
  · have hp := prolate_above_quarter l k h.1 h.2
    exact ⟨⟨fun q => absurd q (lt_asymm hp), fun q => by exfalso; omega⟩,
      ⟨fun _ => h, fun _ => hp⟩⟩

end

end HundQuadrupole
```

```lean
#print axioms HundQuadrupole.hundO20_electron_hole
#print axioms HundQuadrupole.quarter_filling_switch
```

```
'HundQuadrupole.hundO20_electron_hole' depends on axioms: [propext, Classical.choice, Quot.sound]
'HundQuadrupole.quarter_filling_switch' depends on axioms: [propext, Classical.choice, Quot.sound]
```

## How the Lean statements describe the shell

`stevensO20 l m` is the function 3m² − l(l+1) of two real numbers. It represents the diagonal value of the Stevens operator O₂⁰ in one orbital. The operator itself, as a matrix in the angular momentum components, does not appear, and neither does its version for the total L of a many-electron term.

`cosElementSq l m` is A(l, m), and `meanCosSq l m` adds its values at l+1 and l. These definitions are where the physics enters: they take the known matrix elements of cosθ between spherical harmonics as given, and the file does not derive them from integrals over the sphere. In `meanCosSq` the quantum number l is a natural number, so the denominators are never zero.

`hundO20 l k` and `cloudQuadrupole l k` are sums over `range k`, the numbers i = 0, …, k−1, with m = l − i. The first is S(k) and the second is Q(l, k). Spin has no variable of its own. Parallel spins appear only through the rule that each orbital is occupied once, and Hund's rules only through the choice of the top k orbitals, which gives the largest possible M_L. Adding one-orbital means is correct for a single determinant, where the expectation value of a one-electron operator is the sum over occupied orbitals.

The final theorem, `quarter_filling_switch`, takes natural numbers l and k with k ≤ 2l+1 and states two equivalences:

- `cloudQuadrupole l k < 0` holds exactly when 0 < k and 2k < 2l+1.
- `0 < cloudQuadrupole l k` holds exactly when 2l+1 < 2k and k < 2l+1.

The hypothesis k ≤ 2l+1 says that there are enough orbitals for k parallel spins. The closed forms `hundO20_eq` and `cloudQuadrupole_eq` have no such hypothesis, since they are polynomial identities in k; beyond k = 2l+1 the sums run over values m < −l that belong to no orbital.

The quadrupole here is purely angular and describes the density of electrons, not of charge. When all orbitals of the shell share one radial function, the full quadrupole of the density is Q times the positive mean of r², so the sign stays the same. The model leaves out spin-orbit coupling, configuration mixing and shells filled beyond one half. It also describes only the state with M_L = L along the z axis; other states of the same term can have a different shape along that axis.

## From one orbital to the sign of the cloud

`orbital_quadrupole_eq` is the one-orbital step. The proof names d = 2l − 1, which turns the three denominators into (d+2)(d+4), d(d+2) and d(d+4). The lemma `two_mul_sub_one_ne_zero` supplies d ≠ 0 by parity: 2l = 1 has no solution in natural numbers. The other two factors are positive. After that, `field_simp` clears the denominators and `ring` confirms the polynomial identity, which corresponds to the common-denominator calculation above.

`hundO20_eq` is the induction on k. In the successor step `sum_range_succ` splits off the orbital m = l − k, the induction hypothesis replaces the remaining sum, and `ring` compares the two increments.

`hundO20_electron_hole` states that S(j) = −S(k) whenever j + k = 2l+1. Replacing k by 2l+1−k in the closed form exchanges the first two factors and reverses the sign of the third, and the proof does exactly this substitution. Physically, the Stevens function sums to zero over all 2l+1 orbitals, so j occupied orbitals and the k holes that they leave have opposite sums. The holes sit at the bottom of the shell, but the function depends only on m², so they count the same as k orbitals at the top. The later sign theorems do not use this one.

`cloudQuadrupole_eq` applies the one-orbital identity to every term of the sum. The common factor −2/((2l−1)(2l+3)) moves inside the sum by `mul_sum`, `sum_congr` matches the terms, and `hundO20_eq` supplies the value of the Stevens sum.

`oblate_below_quarter` and `prolate_above_quarter` settle the signs. Each first obtains l ≥ 1 from its inequalities on k. This is needed because 2l − 1 is negative for l = 0. The inequalities between natural numbers are then carried over to the reals, and the sign of the quotient follows factor by factor.

In `quarter_filling_switch`, `omega` divides all k ≤ 2l+1 into three groups: the two ends k = 0 and k = 2l+1, the values below quarter filling, and those above it. The arithmetic of whole numbers excludes 2k = 2l+1 at this point. At the two ends the quadrupole is zero, so neither strict inequality can hold, and neither can the conditions on the right of the equivalences. In the other two groups the sign theorems give one inequality, and the opposite one is then impossible. This turns the two one-way statements into equivalences.
